# Symmetric matrices with nonpositive couplings: a zero mode that changes sign across a coupled pair forces a negative eigenvalue

Take two beads, 0 and 1, with coupling $-k$, $k>0$. If $(1,1)$ is a zero mode, the matrix and its quadratic form are

$$A=\begin{pmatrix}k&-k\\-k&k\end{pmatrix},\qquad x^TAx=k(x_0-x_1)^2\ge 0 .$$

If $(1,-1)$ is the zero mode, every entry is $-k$ and $x^TAx=-k(x_0+x_1)^2$. The vector $(1,1)$, the absolute value of the zero mode, then has eigenvalue $-2k$. The coupling is the same; the sign pattern of the zero mode decides stability.

## The quadratic form in terms of the zero mode

Let $A$ be a real symmetric matrix over a finite set of beads, with $A_{ij}\le 0$ for $i\ne j$. Write $Q(x)=\sum_{ij}A_{ij}x_ix_j$ for the second variation of the action along a displacement $x$. Let $\psi$, the velocity of the stationary path, satisfy $A\psi=0$. For any amplitudes $f_i$,

$$Q(\psi f)=-\tfrac12\sum_{ij}A_{ij}\psi_i\psi_j(f_i-f_j)^2 .$$

The sign condition stands for the springs between imaginary-time slices: for one particle of mass $m$ in one dimension and time step $\Delta\tau$, neighbouring beads couple through $-m/\Delta\tau$, while the potential enters only the diagonal.

## Counting negative eigenvalues at a stationary path

An instanton code can classify a converged path by the negative eigenvalues of its Hessian. If the couplings of a discretised path are nonpositive and its velocity is an exact zero mode, a positive velocity (kink) excludes negative eigenvalues, and a sign change across a coupled pair (bounce) guarantees one. If $\psi$ vanishes nowhere and exactly one coupled pair has a sign change, the negative mode is unique up to scale.

## From squared differences to the unstable mode

**Identity.** Insert $2f_if_j=f_i^2+f_j^2-(f_i-f_j)^2$ into $Q(\psi f)$. The first square gives $\sum_i\psi_if_i^2(A\psi)_i=0$, and the second vanishes by symmetry. Half the squared-difference sum remains, with a minus sign.

**Kink.** If no $\psi_i$ is zero, set $f_i=x_i/\psi_i$. Diagonal terms vanish, and pairs with $\psi_i\psi_j>0$ contribute nonnegatively. Only coupled pairs with a sign change can lower $Q$, and they contribute nothing when $f_i=f_j$. For positive $\psi$ there are none, so $Q\ge0$.

**Bounce.** Since $Q(\psi)=0$,

$$Q(|\psi|)=\sum_{ij}A_{ij}\bigl(|\psi_i\psi_j|-\psi_i\psi_j\bigr).$$

No term is positive, and a coupled pair $p,q$ with $\psi_p\psi_q<0$ gives a negative one. Hence $Q(|\psi|)<0$. If all eigenvalues were nonnegative, $Q$ would be too, so one is negative.

**Uniqueness.** Let $\psi$ vanish nowhere, let $p,q$ be the only coupled pair with a sign change, and let $Av=\mu v$, $Au=\nu u$, with $\mu,\nu<0$ and $v\ne0$. Define $D(x)=x_p/\psi_p-x_q/\psi_q$. If $D(v)=0$, then $Q(v)\ge0$, contradicting $Q(v)=\mu\,v\cdot v<0$. So take $c=D(u)/D(v)$ and $w=u-cv$. Then $D(w)=0$ and $Q(w)\ge0$.

- If $\mu=\nu$, then $Q(w)=\mu\,w\cdot w$, so $w=0$.
- If $\mu\ne\nu$, symmetry gives $u\cdot v=0$ and $Q(w)=\nu\,u\cdot u+c^2\mu\,v\cdot v$. Both terms must vanish, so again $w=0$.

Thus $u=cv$.

## The Lean file

```lean
import Mathlib

open Matrix

namespace InstantonFluctuations

/-- A discretised fluctuation operator: a real symmetric matrix whose off-diagonal entries,
the couplings between different beads, are nonpositive. -/
structure IsFluctuationOperator {n : Type*} (A : Matrix n n ℝ) : Prop where
  isSymm : A.IsSymm
  offDiag : ∀ i j, i ≠ j → A i j ≤ 0

variable {n : Type*} [Fintype n] {A : Matrix n n ℝ} {ψ : n → ℝ}

/-- The second variation of the action along the displacement `x`, the quadratic form
`⟨x, A x⟩`. -/
def secondVariation (A : Matrix n n ℝ) (x : n → ℝ) : ℝ := x ⬝ᵥ A *ᵥ x

/-- The second variation written as a double sum over beads. -/
theorem secondVariation_eq_sum (A : Matrix n n ℝ) (x : n → ℝ) :
    secondVariation A x = ∑ i, ∑ j, A i j * x i * x j := by
  simp only [secondVariation, dotProduct, mulVec, Finset.mul_sum]
  exact Finset.sum_congr rfl fun i _ => Finset.sum_congr rfl fun j _ => by ring

/-- For a zero mode `ψ` of a fluctuation operator, the second variation along `ψ f` is a weighted
sum over pairs of beads of squared differences of the amplitude `f`, with weights
`-(1 / 2) * A i j * (ψ i * ψ j)` that can have either sign. -/
theorem secondVariation_zeroMode_mul (h : IsFluctuationOperator A) (hψ : A *ᵥ ψ = 0)
    (f : n → ℝ) :
    secondVariation A (fun i => ψ i * f i) =
      -(1 / 2) * ∑ i, ∑ j, A i j * (ψ i * ψ j) * (f i - f j) ^ 2 := by
  have h0 : ∀ i, ∑ j, A i j * ψ j = 0 := fun i => congrFun hψ i
  -- the two square terms vanish because `ψ` is a zero mode
  have h1 : ∑ i, ∑ j, A i j * (ψ i * ψ j) * f i ^ 2 = 0 :=
    Finset.sum_eq_zero fun i _ => by
      calc ∑ j, A i j * (ψ i * ψ j) * f i ^ 2
          = ψ i * f i ^ 2 * ∑ j, A i j * ψ j := by
            rw [Finset.mul_sum]
            exact Finset.sum_congr rfl fun j _ => by ring
        _ = 0 := by rw [h0, mul_zero]
  have h2 : ∑ i, ∑ j, A i j * (ψ i * ψ j) * f j ^ 2 = 0 := by
    rw [Finset.sum_comm]
    refine Eq.trans ?_ h1
    refine Finset.sum_congr rfl fun a _ => Finset.sum_congr rfl fun b _ => ?_
    rw [h.isSymm.apply a b]
    ring
  -- the cross term is the second variation
  have h3 : ∑ i, ∑ j, A i j * (ψ i * ψ j) * (f i - f j) ^ 2 =
      ∑ i, ∑ j, A i j * (ψ i * ψ j) * f i ^ 2 + ∑ i, ∑ j, A i j * (ψ i * ψ j) * f j ^ 2
        - 2 * ∑ i, ∑ j, A i j * (ψ i * f i) * (ψ j * f j) := by
    simp only [Finset.mul_sum, ← Finset.sum_add_distrib, ← Finset.sum_sub_distrib]
    exact Finset.sum_congr rfl fun i _ => Finset.sum_congr rfl fun j _ => by ring
  rw [secondVariation_eq_sum, h3, h1, h2]
  ring

/-- Let a zero mode `ψ` of a fluctuation operator vanish on no bead. The second variation is
nonnegative along every displacement `x` whose ratio to `ψ` agrees across each coupled pair where
`ψ` changes sign. -/
theorem secondVariation_nonneg (h : IsFluctuationOperator A) (hψ : A *ᵥ ψ = 0)
    (hne : ∀ i, ψ i ≠ 0) {x : n → ℝ}
    (hx : ∀ i j, A i j < 0 → ψ i * ψ j < 0 → x i / ψ i = x j / ψ j) :
    0 ≤ secondVariation A x := by
  have hxf : x = fun i => ψ i * (x i / ψ i) := by
    funext i
    field_simp [hne i]
  have hs : ∑ i, ∑ j, A i j * (ψ i * ψ j) * (x i / ψ i - x j / ψ j) ^ 2 ≤ 0 := by
    refine Finset.sum_nonpos fun i _ => Finset.sum_nonpos fun j _ => ?_
    rcases eq_or_ne i j with rfl | hij
    · simp
    by_cases hn : ψ i * ψ j < 0
    · rcases (h.offDiag i j hij).lt_or_eq with hA | hA
      · simp [hx i j hA hn]
      · simp [hA]
    · exact mul_nonpos_of_nonpos_of_nonneg
        (mul_nonpos_of_nonpos_of_nonneg (h.offDiag i j hij) (not_lt.mp hn)) (sq_nonneg _)
  rw [hxf, secondVariation_zeroMode_mul h hψ]
  linarith

/-- Kink: a fluctuation operator with a zero mode that is positive on every bead is positive
semidefinite. -/
theorem kink_posSemidef (h : IsFluctuationOperator A) (hψ : A *ᵥ ψ = 0)
    (hpos : ∀ i, 0 < ψ i) : A.PosSemidef := by
  refine PosSemidef.of_dotProduct_mulVec_nonneg
    (IsHermitian.ext fun i j => by rw [star_trivial]; exact h.isSymm.apply i j) fun x => ?_
  rw [star_trivial]
  exact secondVariation_nonneg h hψ (fun i => (hpos i).ne')
    fun i j _ hn => absurd hn (not_lt_of_ge (mul_pos (hpos i) (hpos j)).le)

/-- Bounce: if a zero mode `ψ` of a fluctuation operator changes sign across a coupled pair of
beads, the second variation along `|ψ|` is negative. -/
theorem bounce_abs_neg (h : IsFluctuationOperator A) (hψ : A *ᵥ ψ = 0) {p q : n}
    (hA : A p q < 0) (hn : ψ p * ψ q < 0) : secondVariation A (fun i => |ψ i|) < 0 := by
  have hle : ∀ a b, A a b * |ψ a| * |ψ b| ≤ A a b * ψ a * ψ b := by
    intro a b
    rw [mul_assoc, mul_assoc, ← abs_mul]
    rcases eq_or_ne a b with rfl | hab
    · simp only [abs_mul_self, le_refl]
    · exact mul_le_mul_of_nonpos_left (le_abs_self _) (h.offDiag a b hab)
  have hlt : A p q * |ψ p| * |ψ q| < A p q * ψ p * ψ q := by
    rw [mul_assoc, mul_assoc, ← abs_mul]
    exact mul_lt_mul_of_neg_left (lt_of_lt_of_le hn (abs_nonneg _)) hA
  -- compare with the vanishing second variation along `ψ` itself
  have h0 : secondVariation A ψ = 0 := by rw [secondVariation, hψ, dotProduct_zero]
  rw [← h0, secondVariation_eq_sum, secondVariation_eq_sum]
  exact Finset.sum_lt_sum (fun a _ => Finset.sum_le_sum fun b _ => hle a b)
    ⟨p, Finset.mem_univ p, Finset.sum_lt_sum (fun b _ => hle p b) ⟨q, Finset.mem_univ q, hlt⟩⟩

/-- Bounce: if the zero mode changes sign across a coupled pair of beads, the fluctuation
operator has an eigenvector with negative eigenvalue. -/
theorem bounce_negative_mode [DecidableEq n] (h : IsFluctuationOperator A) (hψ : A *ᵥ ψ = 0)
    {p q : n} (hA : A p q < 0) (hn : ψ p * ψ q < 0) :
    ∃ μ : ℝ, μ < 0 ∧ ∃ v : n → ℝ, v ≠ 0 ∧ A *ᵥ v = μ • v := by
  have hH : A.IsHermitian :=
    IsHermitian.ext fun i j => by rw [star_trivial]; exact h.isSymm.apply i j
  have hk : ∃ k, hH.eigenvalues k < 0 := by
    by_contra hc
    have hP : A.PosSemidef := hH.posSemidef_iff_eigenvalues_nonneg.mpr
      fun k => not_lt.mp fun hk => hc ⟨k, hk⟩
    have h1 := hP.dotProduct_mulVec_nonneg (fun i => |ψ i|)
    rw [star_trivial] at h1
    exact absurd (bounce_abs_neg h hψ hA hn) (not_lt_of_ge h1)
  obtain ⟨k, hk⟩ := hk
  refine ⟨_, hk, (hH.eigenvectorBasis k).ofLp, fun h0 => ?_, hH.mulVec_eigenvectorBasis k⟩
  exact hH.eigenvectorBasis.orthonormal.ne_zero k (by ext i; exact congrFun h0 i)

/-- Bounce with a single node: if a zero mode of a fluctuation operator vanishes on no bead and
changes sign across exactly one coupled pair, there is a negative mode, and every eigenvector with
negative eigenvalue is a multiple of it. -/
theorem bounce_unique_negative_mode [DecidableEq n] (h : IsFluctuationOperator A)
    (hψ : A *ᵥ ψ = 0) (hne : ∀ i, ψ i ≠ 0) {p q : n} (hA : A p q < 0) (hn : ψ p * ψ q < 0)
    (hnode : ∀ i j, A i j < 0 → ψ i * ψ j < 0 → (i = p ∧ j = q) ∨ (i = q ∧ j = p)) :
    ∃ μ : ℝ, μ < 0 ∧ ∃ v : n → ℝ, v ≠ 0 ∧ A *ᵥ v = μ • v ∧
      ∀ ν : ℝ, ν < 0 → ∀ u : n → ℝ, A *ᵥ u = ν • u → ∃ c : ℝ, u = c • v := by
  obtain ⟨μ, hμ, v, hv, hAv⟩ := bounce_negative_mode h hψ hA hn
  refine ⟨μ, hμ, v, hv, hAv, fun ν hν u hAu => ?_⟩
  have key : ∀ w : n → ℝ, w p / ψ p = w q / ψ q → 0 ≤ secondVariation A w := by
    intro w hw
    refine secondVariation_nonneg h hψ hne fun i j hij hs => ?_
    rcases hnode i j hij hs with ⟨rfl, rfl⟩ | ⟨rfl, rfl⟩
    · exact hw
    · exact hw.symm
  have hnn : ∀ y : n → ℝ, 0 ≤ y ⬝ᵥ y :=
    fun y => Finset.sum_nonneg fun i _ => mul_self_nonneg (y i)
  have hvv : 0 < v ⬝ᵥ v :=
    lt_of_le_of_ne (hnn v) (Ne.symm (mt dotProduct_self_eq_zero.mp hv))
  have hd : v p / ψ p - v q / ψ q ≠ 0 := by
    intro h0
    have h1 := key v (sub_eq_zero.mp h0)
    rw [secondVariation, hAv, dotProduct_smul, smul_eq_mul] at h1
    exact absurd (mul_neg_of_neg_of_pos hμ hvv) (not_lt_of_ge h1)
  -- choose the combination `u - c v` whose ratio to `ψ` agrees across the node
  obtain ⟨c, hc⟩ : ∃ c : ℝ, c * (v p / ψ p - v q / ψ q) = u p / ψ p - u q / ψ q :=
    ⟨_, div_mul_cancel₀ _ hd⟩
  have hQ := key (u - c • v) (by
    simp only [Pi.sub_apply, Pi.smul_apply, smul_eq_mul]
    linear_combination -hc)
  have hsym : u ⬝ᵥ A *ᵥ v = v ⬝ᵥ A *ᵥ u := by
    rw [Matrix.dotProduct_mulVec, ← Matrix.mulVec_transpose, h.isSymm.eq, dotProduct_comm]
  rw [hAv, hAu, dotProduct_smul, dotProduct_smul, smul_eq_mul, smul_eq_mul,
    dotProduct_comm v u] at hsym
  simp only [secondVariation, mulVec_sub, mulVec_smul, hAu, hAv, sub_dotProduct,
    dotProduct_sub, smul_dotProduct, dotProduct_smul, smul_eq_mul, dotProduct_comm v u] at hQ
  have hw : (u - c • v) ⬝ᵥ (u - c • v) = u ⬝ᵥ u - 2 * c * (u ⬝ᵥ v) + c ^ 2 * (v ⬝ᵥ v) := by
    simp only [sub_dotProduct, dotProduct_sub, smul_dotProduct, dotProduct_smul, smul_eq_mul,
      dotProduct_comm v u]
    ring
  -- its second variation is nonnegative, so it has zero norm
  have hw0 : (u - c • v) ⬝ᵥ (u - c • v) ≤ 0 := by
    rw [hw]
    rcases eq_or_ne μ ν with rfl | hμν
    · by_contra hp
      have h1 := mul_neg_of_neg_of_pos hμ (not_le.mp hp)
      linarith
    · have huv : u ⬝ᵥ v = 0 := by
        have h1 : (μ - ν) * (u ⬝ᵥ v) = 0 := by linear_combination hsym
        exact (mul_eq_zero.mp h1).resolve_left (sub_ne_zero.mpr hμν)
      rw [huv] at hQ ⊢
      have hcv : 0 ≤ c ^ 2 * (v ⬝ᵥ v) := mul_nonneg (sq_nonneg c) hvv.le
      have h1 := mul_nonpos_of_nonpos_of_nonneg hν.le (hnn u)
      have h2 := mul_nonpos_of_nonpos_of_nonneg hμ.le hcv
      have hu0 : u ⬝ᵥ u ≤ 0 := by
        by_contra hp
        have h3 := mul_neg_of_neg_of_pos hν (not_le.mp hp)
        linarith
      have hv0 : c ^ 2 * (v ⬝ᵥ v) ≤ 0 := by
        by_contra hp
        have h3 := mul_neg_of_neg_of_pos hμ (not_le.mp hp)
        linarith
      linarith
  exact ⟨c, sub_eq_zero.mp (dotProduct_self_eq_zero.mp (le_antisymm hw0 (hnn _)))⟩

/-- A three-bead chain with the positive zero mode `(1, 2, 1)`. -/
theorem kink_witness :
    IsFluctuationOperator !![(2 : ℝ), -1, 0; -1, 1, -1; 0, -1, 2] ∧
      !![(2 : ℝ), -1, 0; -1, 1, -1; 0, -1, 2] *ᵥ ![1, 2, 1] = 0 := by
  refine ⟨⟨?_, ?_⟩, ?_⟩
  · ext i j
    fin_cases i <;> fin_cases j <;> simp
  · intro i j
    fin_cases i <;> fin_cases j <;> simp
  · ext i
    fin_cases i <;> norm_num [mulVec, dotProduct, Fin.sum_univ_succ]

/-- A four-bead chain with the zero mode `(1, 2, -2, -1)`, which changes sign across the
middle bond and across no other coupled pair. -/
theorem bounce_witness (B : Matrix (Fin 4) (Fin 4) ℝ) (φ : Fin 4 → ℝ)
    (hB : B = !![2, -1, 0, 0; -1, -1 / 2, -1, 0; 0, -1, -1 / 2, -1; 0, 0, -1, 2])
    (hφ : φ = ![1, 2, -2, -1]) :
    IsFluctuationOperator B ∧ B *ᵥ φ = 0 ∧ (∀ i, φ i ≠ 0) ∧ B 1 2 < 0 ∧ φ 1 * φ 2 < 0 ∧
      ∀ i j, B i j < 0 → φ i * φ j < 0 → (i = 1 ∧ j = 2) ∨ (i = 2 ∧ j = 1) := by
  subst hB hφ
  refine ⟨⟨?_, ?_⟩, ?_, ?_, ?_, ?_, ?_⟩
  · ext i j
    fin_cases i <;> fin_cases j <;> simp
  · intro i j
    fin_cases i <;> fin_cases j <;> simp
  · ext i
    fin_cases i <;> norm_num [mulVec, dotProduct, Fin.sum_univ_succ]
  · intro i
    fin_cases i <;> simp
  · simp
  · simp
  · intro i j
    fin_cases i <;> fin_cases j <;> norm_num <;> rfl

end InstantonFluctuations
```

```lean
#print axioms InstantonFluctuations.kink_posSemidef
#print axioms InstantonFluctuations.bounce_unique_negative_mode
```

```
'InstantonFluctuations.kink_posSemidef' depends on axioms: [propext, Classical.choice, Quot.sound]
'InstantonFluctuations.bounce_unique_negative_mode' depends on axioms: [propext, Classical.choice, Quot.sound]
```

## Exact zero modes, single nodes and closed rings

`IsFluctuationOperator A` holds the symmetry and sign conditions, `secondVariation A x` is $Q(x)$, and `A *ᵥ ψ = 0` is the zero-mode equation. The finite type `n` labels the beads. In `bounce_unique_negative_mode`, `hnode` lists both orders of the one pair.

In `secondVariation_zeroMode_mul`, `h1` and `h2` remove the squares and `h3` is the expansion. `secondVariation_nonneg` does the sign count, which `kink_posSemidef` specialises to positive $\psi$. `bounce_abs_neg` compares the sums termwise, and `bounce_negative_mode` takes the eigenvector from Mathlib's spectral theorem. In the uniqueness proof, `key` is the nonnegativity when $D=0$, and `hw0` covers both eigenvalue cases. The two witnesses are explicit chains satisfying the kink and single-node hypotheses.

The zero mode is assumed, not derived from a path. At finite time step, or when the path has nonzero velocity at fixed ends, the velocity is generally at best an approximate zero mode, and no error bound is given. With several coordinates per bead, the potential can produce positive off-diagonal entries, which violate the sign condition.

Uniqueness suits an open chain with nearest-neighbour couplings whose one turning point falls between two beads. If it falls on a bead, $\psi$ vanishes there, no coupled pair has $\psi_p\psi_q<0$, and none of the bounce theorems applies. On a closed ring of three or more beads with nearest-neighbour couplings, a nowhere-zero velocity changes sign across an even number of bonds. There the existence theorem can apply, but the uniqueness theorem can't.
